# The energy of exp(-|x|) in the cutoff one-dimensional Coulomb potential tends to minus infinity as the cutoff is removed

In atomic units, and for a cutoff \(a>0\), let the energy of a real state \(\psi\) on the line be

\[
E(a,\psi)=\int_{-\infty}^{\infty}\left(\frac{\psi'(x)^2}{2}-\frac{\psi(x)^2}{|x|+a}\right)dx .
\]

The cutoff limits the depth of the potential to \(1/a\); physically it stands for a finite transverse size of the system, which smooths the Coulomb singularity. Take the normalized even state \(\psi(x)=e^{-|x|}\). I believe that its energy goes to \(-\infty\) as \(a\to0^+\), and that the even ground state of cutoff one-dimensional hydrogen therefore collapses. Can this be made rigorous and machine-checked in Lean 4 with Mathlib? I would also like to see what distinguishes the states that collapse from those that don't.

## Amplitude at the origin lowers the energy by a logarithm

Yes. The kinetic energy of a fixed state does not depend on \(a\), so only the attraction matters. Suppose that \(\psi^2\ge c>0\) on \((0,\delta]\). The attraction integrand is nonnegative, so restricting the integral to this interval can only lower it:

\[
\int_{-\infty}^{\infty}\frac{\psi^2}{|x|+a}\,dx\;\ge\;c\int_0^\delta\frac{dx}{x+a}=c\,\bigl(\log(\delta+a)-\log a\bigr).
\]

With \(T=\int\psi'^2/2\), and since \(\log(\delta+a)\ge\log\delta\),

\[
E(a,\psi)\le T-c\log\delta+c\log a\;\longrightarrow\;-\infty\qquad(a\to0^+).
\]

If \(\psi\) is continuous at the origin and \(\psi(0)\neq0\), then \(c=\psi(0)^2/2\) works for some \(\delta>0\).

For \(\psi=e^{-|x|}\) the norm is \(2\int_0^\infty e^{-2x}dx=1\). Away from the kink \(\psi'^2=\psi^2\), so \(T=1/2\). Since \(\psi(0)=1\), the energy diverges.

The step to the ground state is the variational principle: the lowest energy among normalized even states is at most \(E(a,e^{-|x|})\), so it diverges too. This step is made by hand and is not part of the Lean code. The logarithm is an upper bound obtained from one fixed state, not the rate at which the ground-state energy falls. In the continuum one-electron model with this potential, the exact even ground-state energy therefore has no finite limit as \(a\) shrinks, and \(a\) is a physical parameter of the model.

## A node at the origin keeps the energy bounded

Now let \(\psi\) be continuously differentiable, with bounded support and \(\psi(0)=0\). For \(x\ge0\) put \(h(x)=\frac{1}{x+a}-1\), so that \(h'=-\frac{1}{(x+a)^2}\). Expanding gives

\[
\frac{(\psi'-h\psi)^2}{2}+\frac{d}{dx}\frac{h\psi^2}{2}
=\frac{\psi'^2}{2}+\frac{h^2+h'}{2}\,\psi^2
=\frac{\psi'^2}{2}-\frac{\psi^2}{x+a}+\frac{\psi^2}{2},
\]

because \(h^2+h'=1-\frac{2}{x+a}\). Integrate from \(0\) to a point beyond the support. The total derivative contributes nothing, since \(\psi\) vanishes at both ends and \(h(0)\) is finite. The square is nonnegative, so the half-line energy is at least \(-\frac12\int\psi^2\) over that half-line. Reflection treats \(x<0\) in the same way, and the sum is

\[
E(a,\psi)\ge-\frac12\int_{-\infty}^{\infty}\psi^2\,dx\qquad\text{for every }a>0 .
\]

A normalized state of this class thus never falls below \(-1/2\), even if it is chosen anew for each \(a\).

The limiting case \(a=0\) shows where the constant comes from. The square vanishes when \(\psi'=(1/x-1)\psi\), that is, for \(\psi\propto xe^{-x}\), the reduced radial function of the hydrogen 1s state. Its normalized odd extension \(\sqrt2\,xe^{-|x|}\) has energy exactly \(-1/2\). This case is a calculation by hand, since the theorems require \(a>0\) and, for the bound, bounded support.

## How the Lean statements read

- `energyDensity a ψ x` is the integrand above, with `deriv ψ x` for \(\psi'(x)\), and `energy a ψ` is its integral over the line. States are real functions `ℝ → ℝ`.
- `expState_collapse` states three things about \(e^{-|x|}\): its norm is 1, its kinetic energy is 1/2, and `energy a expState` tends to `atBot` along `𝓝[>] 0`, which means \(E\to-\infty\) as \(a\to0\) from above.
- `energy_collapse` gives the same divergence for every `ψ` that is continuous at 0, is nonzero there, and has integrable \(\psi^2\) and \(\psi'^2\).
- `node_prevents_collapse` is the lower bound. `ContDiff ℝ 1 ψ` means continuously differentiable, and `hR` says that \(\psi(x)=0\) whenever \(|x|\ge R\).

The derivative is the pointwise one. A function with jumps can satisfy the hypotheses of `energy_collapse`, but its integral of \(\psi'^2/2\) is then not a physical kinetic energy; for \(e^{-|x|}\), which is continuous and has a single kink, it is. The file works with energy integrals of given states. It defines no Hamiltonian operator, proves no existence of a ground state, and does not treat the self-adjoint extensions of the problem at \(a=0\).

```lean
import Mathlib

open MeasureTheory Set Filter Topology

namespace CutoffHydrogenCollapse

noncomputable section

/-- Energy density of a real state `ψ` on the line in the cutoff Coulomb potential
`-1/(|x|+a)`, in atomic units. -/
def energyDensity (a : ℝ) (ψ : ℝ → ℝ) (x : ℝ) : ℝ :=
  deriv ψ x ^ 2 / 2 - ψ x ^ 2 / (|x| + a)

/-- The energy integral of `ψ` over the real line. -/
def energy (a : ℝ) (ψ : ℝ → ℝ) : ℝ := ∫ x, energyDensity a ψ x

/-- The even trial state `exp(-|x|)`. -/
def expState (x : ℝ) : ℝ := Real.exp (-|x|)

/-- With a positive cutoff the Coulomb factor `1/(|x|+a)` is continuous on the whole line. -/
theorem continuous_coulomb {a : ℝ} (ha : 0 < a) :
    Continuous fun x : ℝ => (|x| + a)⁻¹ :=
  (continuous_abs.add continuous_const).inv₀
    (fun x => ne_of_gt (add_pos_of_nonneg_of_pos (abs_nonneg x) ha))

/-- With a positive cutoff, the attraction energy density of a square-integrable state is
integrable. -/
theorem integrable_attraction {a : ℝ} (ha : 0 < a) {ψ : ℝ → ℝ}
    (h : Integrable fun x => ψ x ^ 2) : Integrable fun x => ψ x ^ 2 / (|x| + a) := by
  refine (h.mul_const a⁻¹).mono' ?_ ?_
  · simp only [div_eq_mul_inv]
    exact h.aestronglyMeasurable.mul (continuous_coulomb ha).aestronglyMeasurable
  · refine Eventually.of_forall fun x => ?_
    have hx : 0 < |x| + a := add_pos_of_nonneg_of_pos (abs_nonneg x) ha
    rw [Real.norm_of_nonneg (div_nonneg (sq_nonneg _) hx.le), div_eq_mul_inv]
    exact mul_le_mul_of_nonneg_left (inv_anti₀ ha (by linarith [abs_nonneg x])) (sq_nonneg _)

/-- Let `a` and `δ` be positive and `ψ²` integrable over the line. If the density `ψ²` is at least
`c` on `(0, δ]`, the attraction integral is at least `c (log (δ + a) - log a)`. -/
theorem attraction_ge_log {a δ c : ℝ} (ha : 0 < a) (hδ : 0 < δ) {ψ : ℝ → ℝ}
    (h : Integrable fun x => ψ x ^ 2) (hlow : ∀ x ∈ Ioc 0 δ, c ≤ ψ x ^ 2) :
    c * (Real.log (δ + a) - Real.log a) ≤ ∫ x, ψ x ^ 2 / (|x| + a) := by
  have hI := integrable_attraction ha h
  have hcont : Continuous fun x : ℝ => c * (|x| + a)⁻¹ :=
    continuous_const.mul (continuous_coulomb ha)
  have hint : ∫ x in (0 : ℝ)..δ, c * (|x| + a)⁻¹
      = c * Real.log (δ + a) - c * Real.log (0 + a) := by
    refine intervalIntegral.integral_eq_sub_of_hasDerivAt
      (f := fun x => c * Real.log (x + a)) (fun x hx => ?_) (hcont.intervalIntegrable 0 δ)
    rw [uIcc_of_le hδ.le] at hx
    have h1 : HasDerivAt (fun y : ℝ => y + a) 1 x := (hasDerivAt_id' x).add_const a
    have hne : x + a ≠ 0 := by linarith [hx.1] |> ne_of_gt
    rw [abs_of_nonneg hx.1]
    exact ((h1.log hne).const_mul c).congr_deriv (by rw [one_div])
  calc c * (Real.log (δ + a) - Real.log a)
      = ∫ x in (0 : ℝ)..δ, c * (|x| + a)⁻¹ := by rw [hint, zero_add]; ring
    _ = ∫ x in Ioc 0 δ, c * (|x| + a)⁻¹ := intervalIntegral.integral_of_le hδ.le
    _ ≤ ∫ x in Ioc 0 δ, ψ x ^ 2 / (|x| + a) := by
        refine setIntegral_mono_on (hcont.intervalIntegrable 0 δ).1 hI.integrableOn
          measurableSet_Ioc (fun x hx => ?_)
        rw [div_eq_mul_inv]
        exact mul_le_mul_of_nonneg_right (hlow x hx)
          (inv_nonneg.2 (add_nonneg (abs_nonneg x) ha.le))
    _ ≤ ∫ x, ψ x ^ 2 / (|x| + a) :=
        setIntegral_le_integral hI (Eventually.of_forall fun x =>
          div_nonneg (sq_nonneg _) (add_nonneg (abs_nonneg x) ha.le))

/-- For a state continuous and nonzero at the origin, with `ψ²` and `ψ'²` integrable, the
energy tends to minus infinity as the cutoff is removed. -/
theorem energy_collapse {ψ : ℝ → ℝ} (hψ : ContinuousAt ψ 0) (h0 : ψ 0 ≠ 0)
    (h2 : Integrable fun x => ψ x ^ 2) (hk : Integrable fun x => deriv ψ x ^ 2) :
    Tendsto (fun a => energy a ψ) (𝓝[>] 0) atBot := by
  have hpos : 0 < ψ 0 ^ 2 := by positivity
  obtain ⟨c, hcdef⟩ : ∃ c, c = ψ 0 ^ 2 / 2 := ⟨_, rfl⟩
  have hc : 0 < c := by linarith
  -- near the origin the density stays above half its central value
  have hsq : ContinuousAt (fun x => ψ x ^ 2) 0 := hψ.pow 2
  have hev : ∀ᶠ x in 𝓝 (0 : ℝ), c < ψ x ^ 2 :=
    Tendsto.eventually hsq (lt_mem_nhds (show c < ψ 0 ^ 2 by linarith))
  obtain ⟨ε, hε, hball⟩ := Metric.eventually_nhds_iff.1 hev
  have hδ : 0 < ε / 2 := by linarith
  have hlow : ∀ x ∈ Ioc 0 (ε / 2), c ≤ ψ x ^ 2 := fun x hx => by
    refine (hball ?_).le
    rw [Real.dist_eq, sub_zero, abs_of_pos hx.1]
    linarith [hx.2]
  refine tendsto_atBot.2 fun b => ?_
  -- the logarithm beats the fixed kinetic energy once the cutoff is small
  filter_upwards [Ioo_mem_nhdsGT (Real.exp_pos
    ((b - ∫ x, deriv ψ x ^ 2 / 2) / c + Real.log (ε / 2)))] with a ha
  have hE : energy a ψ = (∫ x, deriv ψ x ^ 2 / 2) - ∫ x, ψ x ^ 2 / (|x| + a) :=
    integral_sub (hk.div_const 2) (integrable_attraction ha.1 h2)
  have h1 := (Real.log_lt_iff_lt_exp ha.1).2 ha.2
  have h3 := (lt_div_iff₀ hc).1 (sub_lt_iff_lt_add.2 h1)
  have h4 := attraction_ge_log ha.1 hδ h2 hlow
  have h5 : Real.log (ε / 2) ≤ Real.log (ε / 2 + a) :=
    Real.log_le_log hδ (by linarith [ha.1])
  have h6 := mul_le_mul_of_nonneg_left h5 hc.le
  rw [hE]
  linarith

/-- The state `exp(-|x|)` is normalized. -/
theorem expState_normalized : ∫ x, expState x ^ 2 = 1 := by
  have h : ∀ x, expState x ^ 2 = Real.exp (-2 * |x|) := fun x => by
    rw [expState, sq, ← Real.exp_add]
    congr 1
    ring
  simp_rw [h]
  rw [integral_comp_abs (f := fun x => Real.exp (-2 * x)),
    integral_exp_mul_Ioi (by norm_num) 0]
  norm_num

/-- Away from the kink at the origin, `exp(-|x|)` satisfies `ψ'² = ψ²`. -/
theorem expState_deriv_sq {x : ℝ} (hx : x ≠ 0) : deriv expState x ^ 2 = expState x ^ 2 := by
  rcases lt_or_gt_of_ne hx with h | h
  · have hd : deriv expState x = Real.exp (-|x|) * -(-1) :=
      ((hasDerivAt_abs_neg h).fun_neg.exp).deriv
    rw [hd, expState]; ring
  · have hd : deriv expState x = Real.exp (-|x|) * -1 :=
      ((hasDerivAt_abs_pos h).fun_neg.exp).deriv
    rw [hd, expState]; ring

/-- The normalized state `exp(-|x|)` has kinetic energy `1/2`, and its total energy in the
cutoff Coulomb potential tends to minus infinity as `a → 0+`. -/
theorem expState_collapse :
    ∫ x, expState x ^ 2 = 1 ∧ ∫ x, deriv expState x ^ 2 / 2 = 1 / 2 ∧
      Tendsto (fun a => energy a expState) (𝓝[>] 0) atBot := by
  have hae : (fun x => deriv expState x ^ 2) =ᵐ[volume] fun x => expState x ^ 2 := by
    filter_upwards [compl_mem_ae_iff.2 (measure_singleton (0 : ℝ))] with x hx
    exact expState_deriv_sq hx
  have hI : Integrable fun x => expState x ^ 2 := by
    by_contra h
    have := expState_normalized
    rw [integral_undef h] at this
    exact zero_ne_one this
  refine ⟨expState_normalized, ?_, energy_collapse ?_ ?_ hI (hI.congr hae.symm)⟩
  · rw [integral_div, integral_congr_ae hae, expState_normalized]
  · exact (Real.continuous_exp.comp continuous_abs.neg).continuousAt
  · exact (Real.exp_pos _).ne'

/-- On `[0, R]`, a continuously differentiable state vanishing at both ends has energy at least
`-1/2` times its norm squared, for every positive cutoff. -/
theorem half_line_bound {a R : ℝ} (ha : 0 < a) (hR : 0 ≤ R) {ψ : ℝ → ℝ}
    (hψ : ContDiff ℝ 1 ψ) (h0 : ψ 0 = 0) (hψR : ψ R = 0) :
    -(1 / 2) * ∫ x in (0 : ℝ)..R, ψ x ^ 2 ≤ ∫ x in (0 : ℝ)..R, energyDensity a ψ x := by
  have hc := hψ.continuous
  have hc' : Continuous (deriv ψ) := hψ.continuous_deriv le_rfl
  have hu := continuous_coulomb ha
  have hD : Continuous (energyDensity a ψ) := by
    unfold energyDensity
    simp only [div_eq_mul_inv]
    exact ((hc'.pow 2).mul continuous_const).sub ((hc.pow 2).mul hu)
  have hG : Continuous fun x => ψ x * deriv ψ x * ((|x| + a)⁻¹ - 1)
      - ψ x ^ 2 * ((|x| + a)⁻¹) ^ 2 / 2 :=
    ((hc.mul hc').mul (hu.sub continuous_const)).sub
      (((hc.pow 2).mul (hu.pow 2)).div_const 2)
  -- the total derivative of `ψ² (1/(x+a) - 1) / 2` integrates to zero
  have key : ∫ x in (0 : ℝ)..R, (ψ x * deriv ψ x * ((|x| + a)⁻¹ - 1)
      - ψ x ^ 2 * ((|x| + a)⁻¹) ^ 2 / 2) = 0 := by
    rw [intervalIntegral.integral_eq_sub_of_hasDerivAt
      (f := fun y => ψ y * ψ y * ((y + a)⁻¹ - 1) / 2) (fun x hx => ?_)
      (hG.intervalIntegrable 0 R)]
    · simp [h0, hψR]
    · rw [uIcc_of_le hR] at hx
      have hne : x + a ≠ 0 := ne_of_gt (by linarith [hx.1])
      have hd : HasDerivAt ψ (deriv ψ x) x :=
        (hψ.differentiable (by norm_num) x).hasDerivAt
      have h1 : HasDerivAt (fun y : ℝ => y + a) 1 x := (hasDerivAt_id' x).add_const a
      have h3 : HasDerivAt (fun y : ℝ => (y + a)⁻¹) (-((x + a)⁻¹) ^ 2) x :=
        (h1.inv hne).congr_deriv (by rw [neg_div, one_div, inv_pow])
      rw [abs_of_nonneg hx.1]
      exact (((hd.fun_mul hd).fun_mul (h3.sub_const 1)).div_const 2).congr_deriv (by ring)
  have hN : Continuous fun x => 1 / 2 * ψ x ^ 2 := continuous_const.mul (hc.pow 2)
  have hS : Continuous fun x => energyDensity a ψ x + 1 / 2 * ψ x ^ 2 := hD.add hN
  -- completing the square
  have hpt : ∀ x, ψ x * deriv ψ x * ((|x| + a)⁻¹ - 1) - ψ x ^ 2 * ((|x| + a)⁻¹) ^ 2 / 2
      ≤ energyDensity a ψ x + 1 / 2 * ψ x ^ 2 := fun x => by
    rw [energyDensity, div_eq_mul_inv (ψ x ^ 2) (|x| + a)]
    nlinarith [sq_nonneg (deriv ψ x - ((|x| + a)⁻¹ - 1) * ψ x)]
  have hmono := intervalIntegral.integral_mono_on (μ := volume) hR (hG.intervalIntegrable 0 R)
    (hS.intervalIntegrable 0 R) (fun x _ => hpt x)
  rw [key, intervalIntegral.integral_add (hD.intervalIntegrable 0 R)
    (hN.intervalIntegrable 0 R), intervalIntegral.integral_const_mul] at hmono
  linarith

/-- A continuously differentiable state of bounded support with a node at the origin has
energy at least `-1/2` times its norm squared, for every positive cutoff. -/
theorem node_prevents_collapse {a R : ℝ} (ha : 0 < a) {ψ : ℝ → ℝ} (hψ : ContDiff ℝ 1 ψ)
    (h0 : ψ 0 = 0) (hR : ∀ x, R ≤ |x| → ψ x = 0) :
    -(1 / 2) * ∫ x, ψ x ^ 2 ≤ energy a ψ := by
  obtain ⟨L, hL⟩ : ∃ L, L = |R| + 1 := ⟨_, rfl⟩
  have hL0 : 0 ≤ L := by linarith [abs_nonneg R]
  have hRL : R < L := by linarith [le_abs_self R]
  have hz : ∀ x, L ≤ |x| → ψ x = 0 ∧ deriv ψ x = 0 := fun x hx => by
    refine ⟨hR x (by linarith), ?_⟩
    have he : ψ =ᶠ[𝓝 x] fun _ => (0 : ℝ) := by
      filter_upwards [Tendsto.eventually (continuous_abs.tendsto x)
        (lt_mem_nhds (lt_of_lt_of_le hRL hx))] with y hy
      exact hR y hy.le
    rw [he.deriv_eq]
    simp
  have hbox : ∀ f : ℝ → ℝ, (∀ x, L ≤ |x| → f x = 0) → ∫ x in (-L)..L, f x = ∫ x, f x :=
    fun f hf => intervalIntegral.integral_eq_integral_of_support_subset fun x hx => by
      by_contra h
      refine hx (hf x ?_)
      by_contra h'
      rw [not_le, abs_lt] at h'
      exact h ⟨h'.1, h'.2.le⟩
  have hN : Continuous fun x => ψ x ^ 2 := hψ.continuous.pow 2
  have hD : Continuous (energyDensity a ψ) := by
    unfold energyDensity
    simp only [div_eq_mul_inv]
    exact (((hψ.continuous_deriv le_rfl).pow 2).mul continuous_const).sub
      (hN.mul (continuous_coulomb ha))
  -- the left half-line is the reflection of the right one
  have hright := half_line_bound ha hL0 hψ h0 (hz L (le_abs_self L)).1
  have hleft := half_line_bound (ψ := fun x => ψ (-x)) ha hL0 (hψ.comp contDiff_neg)
    (by simpa using h0) (hz (-L) (by rw [abs_neg]; exact le_abs_self L)).1
  have hrefl : ∀ x, energyDensity a (fun y => ψ (-y)) x = energyDensity a ψ (-x) :=
    fun x => by simp [energyDensity, deriv_comp_neg]
  simp_rw [hrefl] at hleft
  rw [intervalIntegral.integral_comp_neg (fun x => ψ x ^ 2),
    intervalIntegral.integral_comp_neg (energyDensity a ψ), neg_zero] at hleft
  rw [energy, ← hbox (energyDensity a ψ) (fun x hx => by simp [energyDensity, hz x hx]),
    ← hbox (fun x => ψ x ^ 2) (fun x hx => by simp [hz x hx]),
    ← intervalIntegral.integral_add_adjacent_intervals (hD.intervalIntegrable (-L) 0)
      (hD.intervalIntegrable 0 L),
    ← intervalIntegral.integral_add_adjacent_intervals (hN.intervalIntegrable (-L) 0)
      (hN.intervalIntegrable 0 L)]
  linarith

end

end CutoffHydrogenCollapse
```

```lean
#print axioms CutoffHydrogenCollapse.expState_collapse
#print axioms CutoffHydrogenCollapse.node_prevents_collapse
```

```
'CutoffHydrogenCollapse.expState_collapse' depends on axioms: [propext, Classical.choice, Quot.sound]
'CutoffHydrogenCollapse.node_prevents_collapse' depends on axioms: [propext, Classical.choice, Quot.sound]
```

## From the estimates to the proof

**The attraction.** `integrable_attraction` bounds \(\psi^2/(|x|+a)\) by \(\psi^2/a\), which makes it integrable. `attraction_ge_log` is the logarithmic estimate. Its `calc` chain evaluates the integral of \(c/(x+a)\) by the fundamental theorem of calculus, compares integrands on \((0,\delta]\), and then enlarges the domain to the whole line.

**The divergence.** In `energy_collapse`, continuity supplies a radius `ε` within which \(\psi^2>c=\psi(0)^2/2\), and \(\delta\) is `ε / 2`. For a target energy \(b\), the proof takes

\[
0<a<\exp\!\left(\frac{b-T}{c}+\log\delta\right),
\]

which rearranges to \(T-c\log\delta+c\log a<b\). Integrability lets `integral_sub` split the energy into kinetic and attractive parts, and `linarith` combines the inequalities.

**The exponential state.** `expState_normalized` folds the integral onto the positive half-line. `expState_deriv_sq` proves \(\psi'^2=\psi^2\) separately for \(x<0\) and \(x>0\). Since the origin has measure zero, `expState_collapse` can replace \(\psi'^2\) by \(\psi^2\) under the integral, which gives the kinetic energy, and then apply the general theorem.

**The node.** In `half_line_bound`, `key` says that the derivative of \(h\psi^2/2\) integrates to zero on \([0,R]\). The inequality `hpt` is the completed square, which `nlinarith` obtains from \((\psi'-h\psi)^2\ge0\). `node_prevents_collapse` picks `L = |R| + 1`, so that both \(\psi\) and \(\psi'\) vanish for \(|x|\ge L\) and the integrals over the line reduce to \([-L,L]\). It applies the half-line bound to \(\psi(x)\) and to \(\psi(-x)\), and adds the two results.
